# Any bond of the AKLT ring can be brought to the front of the trace that gives its amplitudes

A ring of at least two spins 1 is in the unnormalised AKLT state, whose amplitude for a configuration of Cartesian labels is the trace of the ordered product of the corresponding Pauli matrices. `aklt_bond` says that if the labels at site `i` and its cyclic successor `i + 1` are set to `c` and `d`, the others staying as in `a`, the amplitude is tr(σ_c σ_d R), with one 2×2 matrix R serving for all `c` and `d`. Normalising the state would only rescale R. The attempt shows that the trace is unchanged when all labels move round the ring, moves site `i` to the front, and takes for R the product of the remaining Pauli matrices.

The first attempt, which Lean rejects:

```lean
import Mathlib

open Matrix Complex
open scoped ComplexOrder

namespace AkltBond

noncomputable section

/-- States of `N` spins 1: one complex amplitude per Cartesian configuration. -/
abbrev State (N : ℕ) := (Fin N → Fin 3) → ℂ

/-- The three Pauli matrices. -/
def pauli : Fin 3 → Matrix (Fin 2) (Fin 2) ℂ :=
  ![!![0, 1; 1, 0], !![0, -I; I, 0], !![1, 0; 0, -1]]

variable {N : ℕ} {i j : Fin N}

/-- The ordered product of the Pauli matrices named by a configuration. -/
def word (a : Fin N → Fin 3) : Matrix (Fin 2) (Fin 2) ℂ :=
  (List.ofFn fun i => pauli (a i)).prod

/-- The unnormalised vector with amplitudes `tr (σ_{a 0} ⋯ σ_{a (N-1)})`. -/
def aklt : State N := fun a => (word a).trace

/-- The configuration `a` with the labels at `i` and `j` replaced by `c` and `d` (by `c` alone if
`i = j`). -/
def put (a : Fin N → Fin 3) (i j : Fin N) (c d : Fin 3) : Fin N → Fin 3 :=
  fun k => if k = i then c else if k = j then d else a k

/-- On a ring of at least two sites any bond can be brought to the front of the trace:
the amplitude is `tr (σ_c σ_d R)` with `R` independent of the bond's labels `c`, `d`. -/
theorem aklt_bond {n : ℕ} (a : Fin (n + 2) → Fin 3) (i : Fin (n + 2)) :
    ∃ R, ∀ c d, aklt (put a i (i + 1) c d) = (pauli c * pauli d * R).trace := by
  have e1 : ∀ k : Fin (n + 1), k.castSucc + 1 = k.succ := by
    intro k
    apply Fin.ext
    have := k.isLt
    rw [Fin.val_add]
    change (k.val + 1 % (n + 1 + 1)) % (n + 1 + 1) = k.val + 1
    rw [Nat.mod_eq_of_lt (show 1 < n + 1 + 1 by omega), Nat.mod_eq_of_lt (by omega)]
  -- moving every label by one site is a cyclic permutation under the trace
  have rot : ∀ b : Fin (n + 2) → Fin 3, aklt (fun k => b (k + 1)) = aklt b := by
    intro b
    have h1 : word (fun k => b (k + 1)) =
        (List.ofFn fun k : Fin (n + 1) => pauli (b k.succ)).prod * pauli (b 0) := by
      rw [word, List.ofFn_succ', List.concat_eq_append, List.prod_append,
        List.prod_singleton]
      simp only [e1, Fin.last_add_one]
    have h2 : word b =
        pauli (b 0) * (List.ofFn fun k : Fin (n + 1) => pauli (b k.succ)).prod := by
      rw [word, List.ofFn_succ, List.prod_cons]
    simp only [aklt]
    rw [h1, h2, Matrix.trace_mul_comm]
  have shift : ∀ (m : Fin (n + 2)) (b : Fin (n + 2) → Fin 3),
      aklt (fun k => b (k + m)) = aklt b := by
    intro m
    induction m using Fin.induction with
    | zero => intro b; simp
    | succ m ih =>
      intro b
      refine Eq.trans (congrArg aklt (funext fun k => ?_))
        ((rot (fun k => b (k + m.castSucc))).trans (ih b))
      change b (k + m.succ) = b (k + 1 + m.castSucc)
      rw [← e1, add_assoc, add_comm 1]
  refine ⟨(List.ofFn fun k : Fin n => pauli (a (k.succ.succ + i))).prod, fun c d => ?_⟩
  have h0 : put a i (i + 1) c d (0 + i) = c := by simp [put]
  have h1 : put a i (i + 1) c d (Fin.succ 0 + i) = d := by
    change put a i (i + 1) c d (1 + i) = d
    rw [add_comm]
    simp [put]
  have h2 : ∀ k : Fin n, put a i (i + 1) c d (k.succ.succ + i) = a (k.succ.succ + i) := by
    intro k
    have n0 : k.succ.succ + i ≠ i := fun h =>
      Fin.succ_ne_zero _ (add_right_cancel (h.trans (zero_add i).symm))
    have n1 : k.succ.succ + i ≠ i + 1 := fun h => by
      have h' := congrArg Fin.val (add_right_cancel (h.trans (add_comm i 1)))
      simp at h'
    simp only [put, if_neg n0, if_neg n1]
  rw [← shift i]
  simp only [aklt, word]
  rw [List.ofFn_succ, List.ofFn_succ, List.prod_cons, List.prod_cons, ← mul_assoc]
  simp only [h0, h1, h2]

end

end AkltBond
```

Messages:

```
Main.lean:65:16: error: Tactic `rewrite` failed: motive is not type correct:
  fun _a => b (k + (m.castSucc + 1)) = b (k + 1 + m.castSucc)
Error: Application type mismatch: The argument
  instHAdd
has type
  HAdd (Fin _a) (Fin _a) (Fin _a)
but is expected to have type
  HAdd (Fin (n + 2)) (Fin _a) (Fin _a)
in the application
  @HAdd.hAdd (Fin (n + 2)) (Fin _a) (Fin _a) instHAdd

Explanation: The rewrite tactic rewrites an expression 'e' using an equality 'a = b' by the following process. First, it looks for all 'a' in 'e'. Second, it tries to abstract these occurrences of 'a' to create a function 'm := fun _a => ...', called the *motive*, with the property that 'm a' is definitionally equal to 'e'. Third, we observe that 'congrArg' implies that 'm a = m b', which can be used with lemmas such as 'Eq.mpr' to change the goal. However, if 'e' depends on specific properties of 'a', then the motive 'm' might not typecheck.

Possible solutions: use rewrite's 'occs' configuration option to limit which occurrences are rewritten, or use 'simp' or 'conv' mode, which have strategies for certain kinds of dependencies (these tactics can handle proofs and 'Decidable' instances whose types depend on the rewritten term, and 'simp' can apply user-defined '@[congr]' theorems as well).

case succ
n : ℕ
a : Fin (n + 2) → Fin 3
i : Fin (n + 2)
e1 : ∀ (k : Fin (n + 1)), k.castSucc + 1 = k.succ
rot : ∀ (b : Fin (n + 2) → Fin 3), (aklt fun k => b (k + 1)) = aklt b
m : Fin (n + 1)
ih : ∀ (b : Fin (n + 2) → Fin 3), (aklt fun k => b (k + m.castSucc)) = aklt b
b : Fin (n + 2) → Fin 3
k : Fin (n + 2)
⊢ b (k + (m.castSucc + 1)) = b (k + 1 + m.castSucc)
Main.lean:70:8: error: Tactic `rewrite` failed: motive is not type correct:
  fun _a => put a i (i + 1) c d (1 + i) = d
Error: Application type mismatch: The argument
  a
has type
  Fin (n + 2) → Fin 3
but is expected to have type
  Fin _a → Fin 3
in the application
  put a

Explanation: The rewrite tactic rewrites an expression 'e' using an equality 'a = b' by the following process. First, it looks for all 'a' in 'e'. Second, it tries to abstract these occurrences of 'a' to create a function 'm := fun _a => ...', called the *motive*, with the property that 'm a' is definitionally equal to 'e'. Third, we observe that 'congrArg' implies that 'm a = m b', which can be used with lemmas such as 'Eq.mpr' to change the goal. However, if 'e' depends on specific properties of 'a', then the motive 'm' might not typecheck.

Possible solutions: use rewrite's 'occs' configuration option to limit which occurrences are rewritten, or use 'simp' or 'conv' mode, which have strategies for certain kinds of dependencies (these tactics can handle proofs and 'Decidable' instances whose types depend on the rewritten term, and 'simp' can apply user-defined '@[congr]' theorems as well).

n : ℕ
a : Fin (n + 2) → Fin 3
i : Fin (n + 2)
e1 : ∀ (k : Fin (n + 1)), k.castSucc + 1 = k.succ
rot : ∀ (b : Fin (n + 2) → Fin 3), (aklt fun k => b (k + 1)) = aklt b
shift : ∀ (m : Fin (n + 2)) (b : Fin (n + 2) → Fin 3), (aklt fun k => b (k + m)) = aklt b
c d : Fin 3
h0 : put a i (i + 1) c d (0 + i) = c
⊢ put a i (i + 1) c d (1 + i) = d
```

Diagnosis. Both errors have the same cause: a rewrite meant for a sum of sites took hold of a sum of natural numbers in a type. Sites have type `Fin (n + 2)`, and that size is itself a sum, which Lean may also write `n + 1 + 1`. `add_assoc`, given no arguments, matched such a size, and so did the bare `add_comm`. `rw` then tried to replace the size by a variable `_a`, and the terms no longer fitted together: in the second error, for instance, `put` would need a configuration on `Fin _a`, while `a` is one on `Fin (n + 2)`. This is what "motive is not type correct" means.

In the first place the repair keeps `rw [← e1]` and proves the rest by a term, which swaps `m.castSucc` and `1` and then regroups the sum, so nothing is searched for. In the second, `add_comm (1 : Fin (n + 2)) i` names the two sites to be swapped, and only `1 + i` can match.

This version goes through:

```diff
@@ -63,10 +63,12 @@
         ((rot (fun k => b (k + m.castSucc))).trans (ih b))
       change b (k + m.succ) = b (k + 1 + m.castSucc)
-      rw [← e1, add_assoc, add_comm 1]
+      rw [← e1]
+      exact congrArg b ((congrArg (fun x => k + x) (add_comm m.castSucc 1)).trans
+        (add_assoc k 1 m.castSucc).symm)
   refine ⟨(List.ofFn fun k : Fin n => pauli (a (k.succ.succ + i))).prod, fun c d => ?_⟩
   have h0 : put a i (i + 1) c d (0 + i) = c := by simp [put]
   have h1 : put a i (i + 1) c d (Fin.succ 0 + i) = d := by
     change put a i (i + 1) c d (1 + i) = d
-    rw [add_comm]
+    rw [add_comm (1 : Fin (n + 2)) i]
     simp [put]
   have h2 : ∀ k : Fin n, put a i (i + 1) c d (k.succ.succ + i) = a (k.succ.succ + i) := by
```
